# For $b, r > 0$ the long-range dispersion Ewald kernel lies below its self term $b^6/6$ by less than $b^8r^2/8$

## One pair at splitting parameter 1

Take a single pair of particles at distance $r$, in units where the splitting parameter is 1, and consider

$$g(r) = \frac{1 - e^{-r^2}\left(1 + r^2 + \tfrac{1}{2}r^4\right)}{r^6}.$$

The denominator vanishes as $r^6$, but so does the numerator. The bracket is the Taylor polynomial of $e^{r^2}$ up to second order in $r^2$, so its product with $e^{-r^2}$ differs from 1 only from third order onwards. With $x = r^2$,

$$1 - e^{-x}\left(1 + x + \tfrac{1}{2}x^2\right) = \frac{x^3}{6} - \frac{x^4}{8} + \frac{x^5}{20} - \cdots,$$

and division by $r^6 = x^3$ gives $g(r) = \frac16 - \frac{r^2}{8} + \frac{r^4}{20} - \cdots$. The kernel is finite at short distance, and its first correction is quadratic in $r$. At $r = 0.1$ the gap $\frac16 - g(r)$ lies between $0.001245$ and $0.00125$. The inequalities below turn this expansion into bounds that hold at every positive distance.

## Splitting the $r^{-6}$ interaction

The London attraction between two particles has the form $-C_6/r^6$. In a periodic system, Ewald summation divides $1/r^6$ into two parts. With $b > 0$ an inverse length and $x = b^2r^2$,

$$\frac{1}{r^6} = \frac{e^{-x}\left(1 + x + \tfrac12 x^2\right)}{r^6} + g(r), \qquad g(r) = \frac{F(b^2r^2)}{r^6},$$

where

$$F(x) = 1 - e^{-x}\left(1 + x + \tfrac12x^2\right)$$

is the fraction of the interaction assigned to the long-range part. The first part decays quickly and is summed in real space. The second is smooth and is summed in reciprocal space.

The reciprocal-space sum also includes each particle's interaction with itself, at distance zero. This contribution has to be removed, and its size per unit coefficient is the short-distance value of $g$, namely $b^6/6$. A factor $\frac12$ for double counting enters when the total energy is assembled.

## Four inequalities for the gap

In the Lean file, `longRangeFraction` is $F$, `longRange b r` is $g(r)$ for splitting parameter $b$, and `selfTerm b` is $b^6/6$. All quantities are real numbers, and the kernel carries neither the attractive sign nor a $C_6$ coefficient.

- `selfTerm_error_bounds`: for $b, r > 0$,
 $$0 < \frac{b^6}{6} - g(r) < \frac{b^8r^2}{8}.$$
- `selfTerm_error_lower`: for $b, r > 0$,
 $$\frac{b^8r^2}{8} - \frac{b^{10}r^4}{20} < \frac{b^6}{6} - g(r).$$
- `selfTerm_error_constant_sharp`: for $b > 0$, if a constant $C$ satisfies $\frac{b^6}{6} - g(r) \le Cr^2$ for all $r > 0$, then $C \ge b^8/8$.
- `pair_sum_error`: for $b > 0$ and finitely many pairs $i \in s$ with real coefficients $c_i$ and distances $r_i > 0$,
 $$\left|\sum_{i\in s} c_i\, g(r_i) - \frac{b^6}{6}\sum_{i\in s} c_i\right| \le \frac{b^8}{8}\sum_{i\in s}|c_i|\,r_i^2.$$

In the last statement the index type `ι` labels pairs, not particles, and each pair is counted once. The coefficients may have either sign. The distances are independent positive numbers and need not come from an arrangement of particles in space. The inequality is not strict, since the set of pairs may be empty or all coefficients may vanish.

The theorems concern the kernel and finite sums of it. Periodic images, the reciprocal-space sum and its convergence do not enter, nor do many-body dispersion or damping at short range.

For simulation practice, the bounds give a check on numerical values of this particular $r^{-6}$ kernel at small $br$, where the direct formula loses relative accuracy by subtracting two nearly equal numbers. Relative to $b^6/6$, the gap is less than $\frac34b^2r^2$.

## From the slope of $F$ to the bounds

**The slope.** By the product rule,

$$F'(x) = e^{-x}\left(1 + x + \tfrac12x^2\right) - e^{-x}(1 + x) = \tfrac12x^2e^{-x},$$

and $F(0) = 0$.

**Bounds on the exponential.** For $u \ne 0$ we have $1 + u < e^u$. Setting $u = -t$ with $t > 0$ gives

$$1 - t < e^{-t} < 1,$$

where the right-hand inequality holds because the exponent is negative. For the next order, let $h(t) = 1 - t + \frac12t^2 - e^{-t}$. Then $h(0) = 0$ and $h'(t) = -1 + t + e^{-t} > 0$ for $t > 0$, so $h(t) > 0$ there. Hence

$$e^{-t} < 1 - t + \tfrac12t^2.$$

**Bounds on $F$.** Multiply these inequalities by $\frac12t^2$ and integrate from $0$ to $x > 0$:

$$\frac{x^3}{6} - \frac{x^4}{8} < F(x) < \frac{x^3}{6}, \qquad F(x) < \frac{x^3}{6} - \frac{x^4}{8} + \frac{x^5}{20}.$$

**Bounds on the kernel.** With $x = b^2r^2$ we have $x^3 = b^6r^6$, so

$$\frac{b^6}{6} - g(r) = \frac{x^3/6 - F(x)}{r^6}.$$

The first pair of bounds places the numerator strictly between $0$ and $x^4/8$. The quintic bound shows that it exceeds $x^4/8 - x^5/20$. Since $x^4/r^6 = b^8r^2$ and $x^5/r^6 = b^{10}r^4$, the two kernel estimates follow.

**The constant.** Suppose that some $C < b^8/8$ worked at all distances. Choose $r > 0$ with

$$r^2 = \frac{20\,(b^8/8 - C)}{b^{10}}.$$

At this distance the lower estimate becomes

$$r^2\left(\frac{b^8}{8} - \frac{b^{10}r^2}{20}\right) = Cr^2 < \frac{b^6}{6} - g(r),$$

which contradicts the assumed bound.

**The pair sum.** The difference of the two sums is $-\sum_i c_i\left(\frac{b^6}{6} - g(r_i)\right)$. By the triangle inequality its absolute value is at most $\sum_i|c_i|\left(\frac{b^6}{6} - g(r_i)\right)$, and each bracket is less than $b^8r_i^2/8$.

## Short distance, and the case $b = 0$

As $r \to 0^+$ at fixed $b$, the upper bound $b^8r^2/8$ tends to zero, and squeezing gives $g(r) \to b^6/6$. The file contains the inequality, and this limit is a consequence drawn here by hand.

The condition $b > 0$ is needed in some form for the strict inequalities. At $b = 0$ there is no long-range part: $F(0) = 0$, so $g(r) = 0$ for every $r > 0$, and the self term is zero as well. The claim $0 < b^6/6 - g(r)$ would then read $0 < 0$.

The condition $r > 0$ matters for a different reason. Lean evaluates division by zero as zero, so `longRange b 0` is $0$ and not the limiting value $b^6/6$, and the upper bound fails there for $b > 0$.

## The Lean file

```lean
import Mathlib

open Finset

namespace DispersionEwaldSelfTerm

noncomputable section

/-- The fraction of the `r⁻⁶` interaction assigned to the long-range part,
as a function of `x = b² r²`. -/
def longRangeFraction (x : ℝ) : ℝ := 1 - Real.exp (-x) * (1 + x + x ^ 2 / 2)

/-- The long-range dispersion kernel at distance `r` for the splitting parameter `b`. -/
def longRange (b r : ℝ) : ℝ := longRangeFraction (b ^ 2 * r ^ 2) / r ^ 6

/-- The dispersion self term `b⁶/6`. -/
def selfTerm (b : ℝ) : ℝ := b ^ 6 / 6

/-- A differentiable function on `ℝ` that vanishes at the origin and has positive slope at all
positive arguments is positive there. -/
lemma pos_of_slope_pos {f f' : ℝ → ℝ} (h0 : f 0 = 0)
    (hd : ∀ t, HasDerivAt f (f' t) t) (hp : ∀ t, 0 < t → 0 < f' t)
    {x : ℝ} (hx : 0 < x) : 0 < f x := by
  have hm : StrictMonoOn f (Set.Ici 0) := by
    apply strictMonoOn_of_deriv_pos (convex_Ici 0)
    · exact fun t _ => (hd t).continuousAt.continuousWithinAt
    · intro t ht
      rw [interior_Ici] at ht
      rw [(hd t).deriv]
      exact hp t ht
  have h := hm (Set.mem_Ici.2 le_rfl) (Set.mem_Ici.2 hx.le) hx
  rwa [h0] at h

lemma hasDerivAt_exp_neg (t : ℝ) :
    HasDerivAt (fun s : ℝ => Real.exp (-s)) (-Real.exp (-t)) t :=
  (hasDerivAt_id' t).fun_neg.exp.congr_deriv (by ring)

/-- The long-range fraction grows with slope `exp(-x) x²/2`. -/
theorem hasDerivAt_longRangeFraction (t : ℝ) :
    HasDerivAt longRangeFraction (Real.exp (-t) * t ^ 2 / 2) t := by
  have hq := ((hasDerivAt_id' t).const_add 1).fun_add ((hasDerivAt_pow 2 t).div_const 2)
  have h := ((hasDerivAt_exp_neg t).fun_mul hq).const_sub 1
  exact h.congr_deriv (by simp only [Nat.cast_ofNat, Nat.reduceSub]; ring)

/-- For `x > 0` the long-range fraction lies strictly between `x³/6 - x⁴/8` and `x³/6`. -/
theorem longRangeFraction_bounds {x : ℝ} (hx : 0 < x) :
    x ^ 3 / 6 - x ^ 4 / 8 < longRangeFraction x ∧ longRangeFraction x < x ^ 3 / 6 := by
  constructor
  · -- the slope of the difference is positive because `1 - t < exp(-t)`
    have h : 0 < longRangeFraction x - (x ^ 3 / 6 - x ^ 4 / 8) := by
      refine pos_of_slope_pos (f := fun s => longRangeFraction s - (s ^ 3 / 6 - s ^ 4 / 8))
        (f' := fun s => s ^ 2 / 2 * (Real.exp (-s) - (1 - s))) ?_ ?_ ?_ hx
      · simp [longRangeFraction]
      · intro t
        exact ((hasDerivAt_longRangeFraction t).fun_sub
          (((hasDerivAt_pow 3 t).div_const 6).fun_sub
            ((hasDerivAt_pow 4 t).div_const 8))).congr_deriv
          (by simp only [Nat.cast_ofNat, Nat.reduceSub]; ring)
      · intro t ht
        have he := Real.add_one_lt_exp (neg_ne_zero.2 ht.ne')
        exact mul_pos (by positivity) (by linarith)
    linarith
  · -- here the slope is positive because `exp(-t) < 1`
    have h : 0 < x ^ 3 / 6 - longRangeFraction x := by
      refine pos_of_slope_pos (f := fun s => s ^ 3 / 6 - longRangeFraction s)
        (f' := fun s => s ^ 2 / 2 * (1 - Real.exp (-s))) ?_ ?_ ?_ hx
      · simp [longRangeFraction]
      · intro t
        exact (((hasDerivAt_pow 3 t).div_const 6).fun_sub
          (hasDerivAt_longRangeFraction t)).congr_deriv
          (by simp only [Nat.cast_ofNat, Nat.reduceSub]; ring)
      · intro t ht
        have he : Real.exp (-t) < 1 := Real.exp_lt_one_iff.2 (by linarith)
        exact mul_pos (by positivity) (by linarith)
    linarith

/-- For `x > 0` the long-range fraction is below `x³/6 - x⁴/8 + x⁵/20`. -/
theorem longRangeFraction_lt_quintic {x : ℝ} (hx : 0 < x) :
    longRangeFraction x < x ^ 3 / 6 - x ^ 4 / 8 + x ^ 5 / 20 := by
  -- first the second-order bound on the exponential
  have hexp : ∀ t : ℝ, 0 < t → 0 < 1 - t + t ^ 2 / 2 - Real.exp (-t) := by
    intro t ht
    refine pos_of_slope_pos (f := fun s => 1 - s + s ^ 2 / 2 - Real.exp (-s))
      (f' := fun s => -1 + s + Real.exp (-s)) ?_ ?_ ?_ ht
    · simp
    · intro s
      exact ((((hasDerivAt_id' s).const_sub 1).fun_add
        ((hasDerivAt_pow 2 s).div_const 2)).fun_sub (hasDerivAt_exp_neg s)).congr_deriv
        (by simp only [Nat.cast_ofNat, Nat.reduceSub]; ring)
    · intro s hs
      have he := Real.add_one_lt_exp (neg_ne_zero.2 hs.ne')
      show 0 < -1 + s + Real.exp (-s)
      linarith
  have h : 0 < x ^ 3 / 6 - x ^ 4 / 8 + x ^ 5 / 20 - longRangeFraction x := by
    refine pos_of_slope_pos
      (f := fun s => s ^ 3 / 6 - s ^ 4 / 8 + s ^ 5 / 20 - longRangeFraction s)
      (f' := fun s => s ^ 2 / 2 * (1 - s + s ^ 2 / 2 - Real.exp (-s))) ?_ ?_ ?_ hx
    · simp [longRangeFraction]
    · intro t
      exact (((((hasDerivAt_pow 3 t).div_const 6).fun_sub
        ((hasDerivAt_pow 4 t).div_const 8)).fun_add
        ((hasDerivAt_pow 5 t).div_const 20)).fun_sub
        (hasDerivAt_longRangeFraction t)).congr_deriv
        (by simp only [Nat.cast_ofNat, Nat.reduceSub]; ring)
    · intro t ht
      exact mul_pos (by positivity) (hexp t ht)
  linarith

lemma selfTerm_sub_longRange (b : ℝ) {r : ℝ} (hr : r ≠ 0) :
    selfTerm b - longRange b r =
      ((b ^ 2 * r ^ 2) ^ 3 / 6 - longRangeFraction (b ^ 2 * r ^ 2)) / r ^ 6 := by
  have h6 : r ^ 6 ≠ 0 := pow_ne_zero 6 hr
  unfold selfTerm longRange
  rw [eq_div_iff h6, sub_mul, div_mul_cancel₀ _ h6]
  ring

/-- For `b, r > 0` the long-range dispersion kernel lies strictly below the self term, by less than
`b⁸ r²/8`. -/
theorem selfTerm_error_bounds {b r : ℝ} (hb : 0 < b) (hr : 0 < r) :
    0 < selfTerm b - longRange b r ∧ selfTerm b - longRange b r < b ^ 8 * r ^ 2 / 8 := by
  have hx : 0 < b ^ 2 * r ^ 2 := by positivity
  obtain ⟨hlow, hup⟩ := longRangeFraction_bounds hx
  rw [selfTerm_sub_longRange b hr.ne']
  refine ⟨div_pos (sub_pos.2 hup) (by positivity), ?_⟩
  rw [div_lt_iff₀ (by positivity)]
  nlinarith [hlow]

/-- For `b, r > 0` the gap between self term and long-range kernel exceeds `b⁸ r²/8 - b¹⁰ r⁴/20`. -/
theorem selfTerm_error_lower {b r : ℝ} (hb : 0 < b) (hr : 0 < r) :
    b ^ 8 * r ^ 2 / 8 - b ^ 10 * r ^ 4 / 20 < selfTerm b - longRange b r := by
  have hx : 0 < b ^ 2 * r ^ 2 := by positivity
  have h := longRangeFraction_lt_quintic hx
  rw [selfTerm_sub_longRange b hr.ne', lt_div_iff₀ (by positivity)]
  nlinarith [h]

/-- No constant smaller than `b⁸/8` bounds the gap by a multiple of `r²` at all distances. -/
theorem selfTerm_error_constant_sharp {b C : ℝ} (hb : 0 < b)
    (hC : ∀ r : ℝ, 0 < r → selfTerm b - longRange b r ≤ C * r ^ 2) : b ^ 8 / 8 ≤ C := by
  by_contra hlt
  have hd : 0 < b ^ 8 / 8 - C := by linarith [not_le.1 hlt]
  have hq : 0 < 20 * (b ^ 8 / 8 - C) / b ^ 10 := by positivity
  -- the distance at which the quartic correction uses up the supposed improvement
  obtain ⟨r, hr, hr2⟩ : ∃ r : ℝ, 0 < r ∧ r ^ 2 = 20 * (b ^ 8 / 8 - C) / b ^ 10 :=
    ⟨_, Real.sqrt_pos.2 hq, Real.sq_sqrt hq.le⟩
  have hkey : r ^ 2 * b ^ 10 = 20 * (b ^ 8 / 8 - C) := by
    rw [hr2, div_mul_cancel₀ _ (by positivity)]
  have h := (selfTerm_error_lower hb hr).trans_le (hC r hr)
  have heq : b ^ 8 * r ^ 2 / 8 - b ^ 10 * r ^ 4 / 20 = C * r ^ 2 := by
    linear_combination (-(r ^ 2) / 20) * hkey
  linarith

/-- For finitely many pairs with dispersion coefficients `c i` and positive distances `r i`,
replacing each long-range kernel by the self term changes the sum by at most `(b⁸/8) ∑ |c i| (r
i)²`. -/
theorem pair_sum_error {ι : Type*} (s : Finset ι) (c r : ι → ℝ) {b : ℝ} (hb : 0 < b)
    (hr : ∀ i ∈ s, 0 < r i) :
    |∑ i ∈ s, c i * longRange b (r i) - selfTerm b * ∑ i ∈ s, c i| ≤
      b ^ 8 / 8 * ∑ i ∈ s, |c i| * r i ^ 2 := by
  rw [Finset.mul_sum, Finset.mul_sum, ← Finset.sum_sub_distrib]
  refine (Finset.abs_sum_le_sum_abs _ _).trans (Finset.sum_le_sum fun i hi => ?_)
  obtain ⟨hpos, hup⟩ := selfTerm_error_bounds hb (hr i hi)
  have e : c i * longRange b (r i) - selfTerm b * c i =
      c i * -(selfTerm b - longRange b (r i)) := by ring
  rw [e, abs_mul, abs_neg, abs_of_pos hpos]
  calc |c i| * (selfTerm b - longRange b (r i))
      ≤ |c i| * (b ^ 8 * r i ^ 2 / 8) := mul_le_mul_of_nonneg_left hup.le (abs_nonneg _)
    _ = b ^ 8 / 8 * (|c i| * r i ^ 2) := by ring

end

end DispersionEwaldSelfTerm
```

```lean
#print axioms DispersionEwaldSelfTerm.selfTerm_error_bounds
#print axioms DispersionEwaldSelfTerm.selfTerm_error_constant_sharp
#print axioms DispersionEwaldSelfTerm.pair_sum_error
```

```
'DispersionEwaldSelfTerm.selfTerm_error_bounds' depends on axioms: [propext, Classical.choice, Quot.sound]
'DispersionEwaldSelfTerm.selfTerm_error_constant_sharp' depends on axioms: [propext, Classical.choice, Quot.sound]
'DispersionEwaldSelfTerm.pair_sum_error' depends on axioms: [propext, Classical.choice, Quot.sound]
```

## Positive slope in place of integration

The derivation by hand integrates inequalities. The file compares derivatives instead, through `pos_of_slope_pos`: a differentiable function on $\mathbb{R}$ that vanishes at zero and has positive derivative at all positive arguments is positive at those arguments. Its proof obtains strict monotonicity on $[0,\infty)$ from `strictMonoOn_of_deriv_pos` and then compares the values at $0$ and $x$.

`hasDerivAt_exp_neg` supplies the derivative of $e^{-t}$. `hasDerivAt_longRangeFraction` combines it with the product rule, and `ring` confirms that the result simplifies to $\frac12t^2e^{-t}$.

In `longRangeFraction_bounds`, the lemma is applied to two differences. The function $F(s) - (s^3/6 - s^4/8)$ has slope $\frac12s^2\left(e^{-s} - (1 - s)\right)$, and $s^3/6 - F(s)$ has slope $\frac12s^2\left(1 - e^{-s}\right)$. Each application leaves three goals: the value at zero, the formula for the derivative, and its sign. The signs come from `Real.add_one_lt_exp` and `Real.exp_lt_one_iff`, the two elementary inequalities for the exponential.

`longRangeFraction_lt_quintic` uses the lemma twice. The first application, stored as `hexp`, proves $e^{-t} < 1 - t + \frac12t^2$. The second uses this inequality to show that the quintic polynomial minus $F$ has positive slope.

## From $F$ to the kernel and to sums

`selfTerm_sub_longRange` writes the gap as a single fraction with denominator $r^6$, which requires only $r \ne 0$. In `selfTerm_error_bounds`, positivity of the gap follows from a positive numerator over a positive denominator. For the upper bound, `div_lt_iff₀` multiplies through by $r^6$, and `nlinarith` matches the resulting polynomial inequality with the quartic bound on $F$. `selfTerm_error_lower` proceeds in the same way from the quintic bound.

`selfTerm_error_constant_sharp` argues by contradiction, as above. The required distance is a square root, which exists because the prescribed value of $r^2$ is positive. The equation `hkey` records that value with the denominator $b^{10}$ cleared, and `linear_combination` uses it to show that the lower estimate equals $Cr^2$ at this distance. The lower estimate and the assumed upper bound together then give $Cr^2 < Cr^2$.

Finally, `pair_sum_error` moves the self term inside the sum and combines the two sums into one. `Finset.abs_sum_le_sum_abs` is the triangle inequality, and `Finset.sum_le_sum` reduces the claim to one pair at a time. For each pair, the positive gap allows its absolute value to be removed, and the closing `calc` multiplies the upper bound from `selfTerm_error_bounds` by $|c_i|$.
